# With Two Normalised Core Orbitals, Each Naive Orthogonalization Sweep Multiplies the Error by the Modulus of Their Overlap

Two neighbouring atoms carry normalised core orbitals \(c_1\) and \(c_2\), and a valence trial state has to be made orthogonal to both. The simplest recipe subtracts the state's component along each orbital. Apply it to \(c_1\) itself. The correct answer is zero, since \(c_1\) is all core. With overlap \(s=\langle c_1,c_2\rangle\), the recipe gives

\[
c_1-\langle c_1,c_1\rangle c_1-\langle c_2,c_1\rangle c_2=-\bar s\,c_2 .
\]

The first subtraction already removed everything, and the second then removed a component that was no longer there. What remains is a core state of norm \(|s|\), now on the other atom. Applying the recipe again to \(-\bar s\,c_2\) gives \(|s|^2c_1\): the error has returned to the first atom, reduced by another factor \(|s|\).

For any state, each sweep multiplies the norm of the core component by \(|s|\). In the method of orthogonalized plane waves, where plane waves are made orthogonal to core orbitals, this gives the exact norm of the core component left by ignoring the overlap, for a model with just two core orbitals. The norm is that of the vector as the recipe leaves it, before any renormalisation.

## The error after n sweeps

Let \(x\) be any state in a complex inner product space, and define one sweep by

\[
Qx=x-\langle c_1,x\rangle c_1-\langle c_2,x\rangle c_2 .
\]

Let \(P\) be the orthogonal projection onto the core space, the span of \(c_1\) and \(c_2\). The correctly orthogonalized state is \(r=x-Px\). The letter \(Q\) often denotes the complementary projector \(1-P\); here it is the naive sweep, which is a projector only when \(s=0\). The claim, for unit vectors \(c_1,c_2\) and every natural number \(n\), is

\[
\|Q^nx-(x-Px)\|=|s|^n\,\|Px\| ,
\]

with \(|s|^0=1\) even when \(s=0\).

**Action on a core state.** Let \(p=a\,c_1+b\,c_2\) with complex \(a,b\). Since the cores have unit norm, \(\langle c_1,p\rangle=a+sb\) and \(\langle c_2,p\rangle=\bar s a+b\). Therefore

\[
Qp=-sb\,c_1-\bar s a\,c_2 .
\]

The coefficients change places and are multiplied by minus the overlaps. A second sweep gives

\[
Q^2p=-s(-\bar s a)\,c_1-\bar s(-sb)\,c_2=|s|^2p .
\]

**Norm of a core state.** The sweep is symmetric: both \(\langle Qx,y\rangle\) and \(\langle x,Qy\rangle\) equal

\[
\langle x,y\rangle-\langle x,c_1\rangle\langle c_1,y\rangle-\langle x,c_2\rangle\langle c_2,y\rangle .
\]

Hence

\[
\|Qp\|^2=\langle Qp,Qp\rangle=\langle p,Q^2p\rangle=|s|^2\|p\|^2 ,
\]

so \(\|Qp\|=|s|\,\|p\|\) for every core state, although \(Qp\) generally points in a different direction from \(p\).

**Evolution of the error.** The state \(r\) is orthogonal to both cores, so \(Qr=r\). Write \(e_n=Q^nx-r\). Then \(e_0=x-(x-Px)=Px\), and

\[
e_{n+1}=Q(Q^nx)-r=Q(Q^nx-r)=Qe_n .
\]

The error starts in the core space and stays there, because \(Q\) only subtracts multiples of the cores. Each sweep therefore multiplies its norm by \(|s|\), which proves the claim.

Three consequences follow.

- If \(|s|<1\), then \(Q^nx\to x-Px\). For unit vectors this condition says that the two cores are linearly independent. If \(|s|=1\), the error keeps the norm \(\|Px\|\), and convergence fails for every \(x\) with a nonzero core part.
- A single sweep is exact for all states if and only if \(s=0\). For the forward direction take \(x=c_1\), whose error after one sweep is \(|s|\).
- Two sweeps contain enough information to remove the error completely. Since \(Q^2x=r+|s|^2Px\) and \(x=r+Px\), subtraction gives \(Q^2x-|s|^2x=(1-|s|^2)\,r\). For \(|s|<1\),

\[
\frac{Q^2x-|s|^2x}{1-|s|^2}=x-Px .
\]

## Two cores with overlap 3/5

The overlap here is chosen large to keep the arithmetic simple; core orbitals on neighbouring atoms overlap far less. Take \(c_1=(1,0,0)\), \(c_2=(\tfrac35,\tfrac45,0)\) and \(x=(1,2,2)\). Then \(s=\tfrac35\), the core part is \(Px=(1,2,0)\) with norm \(\sqrt5\), and the target is \(x-Px=(0,0,2)\).

The components of \(x\) along the cores are \(1\) and \(\tfrac{11}{5}\), so

\[
Qx=(1,2,2)-(1,0,0)-\tfrac{11}{5}\left(\tfrac35,\tfrac45,0\right)=\left(-\tfrac{33}{25},\tfrac{6}{25},2\right).
\]

The error has norm \(\tfrac{1}{25}\sqrt{33^2+6^2}=\tfrac35\sqrt5\), as predicted. The components of \(Qx\) along the cores are \(-\tfrac{33}{25}\) and \(-\tfrac35\), so

\[
Q^2x=\left(\tfrac{9}{25},\tfrac{18}{25},2\right)=(0,0,2)+\tfrac{9}{25}(1,2,0).
\]

The extrapolation subtracts \(\tfrac{9}{25}x\), leaving \((0,0,\tfrac{32}{25})\). Division by \(1-\tfrac{9}{25}=\tfrac{16}{25}\) gives \((0,0,2)\).

## Cores, projection and sweep as Lean objects

The state space `E` is any complex inner product space. It may have infinite dimension and need not be complete. The orbitals `c₁` and `c₂` are vectors in it, and `inner ℂ c₁ c₂` is the overlap \(s\), conjugate-linear in its first argument as in Dirac notation.

```lean
import Mathlib

open Filter Topology

namespace RepeatedCoreOrthogonalization

noncomputable section

variable {E : Type*} [NormedAddCommGroup E] [InnerProductSpace ℂ E] {c₁ c₂ : E}
```

The core space is the set of all complex linear combinations of the two orbitals.

```lean
/-- The core space: all linear combinations of the two core orbitals. -/
abbrev coreSpace (c₁ c₂ : E) : Submodule ℂ E := Submodule.span ℂ {c₁, c₂}
```

It is spanned by a finite set and so has finite dimension. This guarantees that the orthogonal projection onto it exists even when `E` is not complete.

```lean
instance (c₁ c₂ : E) : FiniteDimensional ℂ (coreSpace c₁ c₂) :=
  FiniteDimensional.span_of_finite ℂ (Set.toFinite _)
```

The projection \(Px\) is called `corePart c₁ c₂ x`. Mathlib's `starProjection` is the orthogonal projection regarded as a map from `E` to itself.

```lean
/-- The core part `P x` of a state: its orthogonal projection onto the core space. -/
def corePart (c₁ c₂ x : E) : E := (coreSpace c₁ c₂).starProjection x
```

The map \(Q\) is called `sweep`. Both components are taken from the original `x`, so the order of the two orbitals does not matter. The definition does not require unit norm; the theorems that need it carry the hypotheses `h₁ : ‖c₁‖ = 1` and `h₂ : ‖c₂‖ = 1`, which state that the core orbitals are normalised.

```lean
/-- One naive orthogonalization sweep `Q`: subtract `⟨c₁, x⟩ c₁` and `⟨c₂, x⟩ c₂` from `x`. For unit
cores these are the components of `x` along the two orbitals. -/
def sweep (c₁ c₂ x : E) : E := x - inner ℂ c₁ x • c₁ - inner ℂ c₂ x • c₂
```

A real solid usually has more than two core orbitals, and the theorems here cover only two. The restriction matters: for three unit cores with a common real overlap \(s\), substitution shows that a sweep multiplies \(c_1+c_2+c_3\) by \(-2s\), so repeated sweeps of that state diverge when \(s>\tfrac12\), an overlap far larger than that of core orbitals on neighbouring atoms; this observation is offered without a formal proof.

## The sweep inside the core space

The first theorem is the exchange of coefficients. Normalisation enters through `h11` and `h22`, which give each core unit inner product with itself. After the inner products are expanded, `module` collects the coefficients of the two vectors.

```lean
/-- For unit cores, a sweep exchanges the two coefficients of a core state and multiplies them
by minus the overlaps. -/
theorem sweep_combination (h₁ : ‖c₁‖ = 1) (h₂ : ‖c₂‖ = 1) (a b : ℂ) :
    sweep c₁ c₂ (a • c₁ + b • c₂) =
      (-(inner ℂ c₁ c₂ * b)) • c₁ + (-(inner ℂ c₂ c₁ * a)) • c₂ := by
  have h11 : inner ℂ c₁ c₁ = (1 : ℂ) := by
    rw [inner_self_eq_norm_sq_to_K, h₁]; simp
  have h22 : inner ℂ c₂ c₂ = (1 : ℂ) := by
    rw [inner_self_eq_norm_sq_to_K, h₂]; simp
  simp only [sweep, inner_add_right, inner_smul_right, h11, h22]
  module
```

Symmetry holds for cores of any norm. The proof expands both sides and compares the resulting products of inner products.

```lean
/-- The sweep is a symmetric operation: it can be moved from one side of an inner product to
the other. -/
theorem inner_sweep_left (x y : E) :
    inner ℂ (sweep c₁ c₂ x) y = inner ℂ x (sweep c₁ c₂ y) := by
  simp only [sweep, inner_sub_left, inner_sub_right, inner_smul_left, inner_smul_right,
    inner_conj_symm]
  ring
```

To show \(Q^2p=|s|^2p\), the proof writes the core state `p` as \(a\,c_1+b\,c_2\) and applies the exchange rule twice. The auxiliary equation `hs` is \(s\bar s=|s|^2\). The coefficients need not be unique, so parallel cores are included.

```lean
/-- For unit cores, two sweeps multiply every core state by the squared modulus of the
overlap. -/
theorem sweep_sweep_of_mem (h₁ : ‖c₁‖ = 1) (h₂ : ‖c₂‖ = 1) {p : E}
    (hp : p ∈ coreSpace c₁ c₂) :
    sweep c₁ c₂ (sweep c₁ c₂ p) = ((‖inner ℂ c₁ c₂‖ : ℂ) ^ 2) • p := by
  obtain ⟨a, b, rfl⟩ := Submodule.mem_span_pair.mp hp
  have hs : inner ℂ c₁ c₂ * inner ℂ c₂ c₁ = (‖inner ℂ c₁ c₂‖ : ℂ) ^ 2 := by
    rw [← inner_conj_symm c₂ c₁, Complex.mul_conj, Complex.normSq_eq_norm_sq,
      Complex.ofReal_pow]
  rw [sweep_combination h₁ h₂, sweep_combination h₁ h₂, ← hs]
  module
```

The norm statement follows the derivation above: `inner_sweep_left` moves one sweep across the inner product, and the previous theorem evaluates the double sweep. The equation is first obtained between complex numbers, then transferred to real ones by `exact_mod_cast`. Both norms are nonnegative, so equality of their squares gives equality of the norms.

```lean
/-- For unit cores, one sweep multiplies the norm of every core state by the modulus of the overlap.
-/
theorem norm_sweep_of_mem (h₁ : ‖c₁‖ = 1) (h₂ : ‖c₂‖ = 1) {p : E}
    (hp : p ∈ coreSpace c₁ c₂) :
    ‖sweep c₁ c₂ p‖ = ‖inner ℂ c₁ c₂‖ * ‖p‖ := by
  have hc (v : E) : inner ℂ v v = (‖v‖ : ℂ) ^ 2 := inner_self_eq_norm_sq_to_K v
  -- symmetry turns the squared norm into the inner product of `p` with its double sweep
  have h : inner ℂ (sweep c₁ c₂ p) (sweep c₁ c₂ p) =
      (‖inner ℂ c₁ c₂‖ : ℂ) ^ 2 * inner ℂ p p := by
    rw [inner_sweep_left, sweep_sweep_of_mem h₁ h₂ hp, inner_smul_right]
  rw [hc, hc] at h
  have h' : ‖sweep c₁ c₂ p‖ ^ 2 = (‖inner ℂ c₁ c₂‖ * ‖p‖) ^ 2 := by
    rw [mul_pow]
    exact_mod_cast h
  exact (sq_eq_sq₀ (norm_nonneg _) (by positivity)).mp h'
```

## The error as a core state

The next theorem expresses \(Q(y-r)=Qy-r\) for an arbitrary state \(y\), with \(r=x-Px\). The proof replaces the explicit expression for \(r\) by a single vector, keeping only its orthogonality to the core space. The facts `hr₁` and `hr₂` then make its two core components vanish.

```lean
/-- The core-orthogonal part `x - P x` passes through a sweep unchanged, so it may be
subtracted before or after the sweep. -/
theorem sweep_sub_orthogonal (x y : E) :
    sweep c₁ c₂ (y - (x - corePart c₁ c₂ x)) =
      sweep c₁ c₂ y - (x - corePart c₁ c₂ x) := by
  have hr : x - corePart c₁ c₂ x ∈ (coreSpace c₁ c₂)ᗮ :=
    Submodule.sub_starProjection_mem_orthogonal x
  generalize x - corePart c₁ c₂ x = r at hr ⊢
  have hr₁ : inner ℂ c₁ r = (0 : ℂ) :=
    (Submodule.mem_orthogonal _ _).mp hr c₁ (Submodule.subset_span (by simp))
  have hr₂ : inner ℂ c₂ r = (0 : ℂ) :=
    (Submodule.mem_orthogonal _ _).mp hr c₂ (Submodule.subset_span (by simp))
  simp only [sweep, inner_sub_right, hr₁, hr₂, sub_zero]
  module
```

The main theorem uses `(sweep c₁ c₂)^[n] x` for \(Q^nx\), meaning that the function is applied \(n\) times. It assumes only that the cores are normalised, with no restriction on their overlap.

The induction proves two statements together: the error lies in the core space, and its norm has the claimed value. Membership is needed because the factor \(|s|\) applies only to core states. In the case `zero`, the error is \(Px\). In the case `succ`, the reversed rewrite with `sweep_sub_orthogonal` turns \(Q(Q^nx)-r\) into \(Qe_n\). The new error remains in the core space because a sweep subtracts only core vectors, and `norm_sweep_of_mem` supplies the next factor.

```lean
/-- For unit cores, the distance between the state after `n` naive sweeps and the exactly
core-orthogonalized state is the `n`-th power of the overlap modulus times the norm of the
core part. -/
theorem norm_iterate_sweep_sub (h₁ : ‖c₁‖ = 1) (h₂ : ‖c₂‖ = 1) (x : E) (n : ℕ) :
    ‖(sweep c₁ c₂)^[n] x - (x - corePart c₁ c₂ x)‖ =
      ‖inner ℂ c₁ c₂‖ ^ n * ‖corePart c₁ c₂ x‖ := by
  -- the error also stays inside the core space, which carries the induction
  suffices h : (sweep c₁ c₂)^[n] x - (x - corePart c₁ c₂ x) ∈ coreSpace c₁ c₂ ∧
      ‖(sweep c₁ c₂)^[n] x - (x - corePart c₁ c₂ x)‖ =
        ‖inner ℂ c₁ c₂‖ ^ n * ‖corePart c₁ c₂ x‖ from h.2
  induction n with
  | zero =>
    rw [Function.iterate_zero_apply, sub_sub_cancel, pow_zero, one_mul]
    exact ⟨Submodule.starProjection_apply_mem _ x, rfl⟩
  | succ n ih =>
    obtain ⟨hmem, hnorm⟩ := ih
    rw [Function.iterate_succ_apply', ← sweep_sub_orthogonal]
    refine ⟨?_, ?_⟩
    · exact Submodule.sub_mem _ (Submodule.sub_mem _ hmem
        (Submodule.smul_mem _ _ (Submodule.subset_span (by simp))))
        (Submodule.smul_mem _ _ (Submodule.subset_span (by simp)))
    · rw [norm_sweep_of_mem h₁ h₂ hmem, hnorm]
      ring
```

## Convergence, exactness and extrapolation

Convergence is stated in the norm of `E`, for each fixed state `x`. The proof reduces it to the norm of the error, inserts the exact formula, and uses the fact that powers of a nonnegative number below one tend to zero.

```lean
/-- For unit cores whose overlap has modulus below one, repeated naive sweeps converge to the
exactly core-orthogonalized state. -/
theorem tendsto_iterate_sweep (h₁ : ‖c₁‖ = 1) (h₂ : ‖c₂‖ = 1)
    (hs : ‖inner ℂ c₁ c₂‖ < 1) (x : E) :
    Tendsto (fun n : ℕ => (sweep c₁ c₂)^[n] x) atTop (𝓝 (x - corePart c₁ c₂ x)) := by
  rw [tendsto_iff_norm_sub_tendsto_zero]
  simp_rw [norm_iterate_sweep_sub h₁ h₂ x]
  have h := (tendsto_pow_atTop_nhds_zero_of_lt_one (norm_nonneg _) hs).mul_const
    ‖corePart c₁ c₂ x‖
  rwa [zero_mul] at h
```

The criterion for a single sweep quantifies over all states. When the cores overlap, the error formula shows that a single sweep is exact only for vectors already orthogonal to both. The forward direction tests the sweep on \(c_1\), which equals its own core part; the reverse direction sets \(s=0\) in the error formula with \(n=1\).

```lean
/-- For unit cores, a single naive sweep orthogonalizes every state exactly if and only if the
two cores do not overlap. -/
theorem sweep_exact_iff (h₁ : ‖c₁‖ = 1) (h₂ : ‖c₂‖ = 1) :
    (∀ x, sweep c₁ c₂ x = x - corePart c₁ c₂ x) ↔ inner ℂ c₁ c₂ = (0 : ℂ) := by
  constructor
  · intro h
    -- test the sweep on the first core orbital, which is its own core part
    have hP : corePart c₁ c₂ c₁ = c₁ :=
      Submodule.starProjection_eq_self_iff.mpr (Submodule.subset_span (by simp))
    have h1 := norm_iterate_sweep_sub h₁ h₂ c₁ 1
    rw [Function.iterate_one, h c₁, sub_self, norm_zero, pow_one, hP, h₁, mul_one] at h1
    exact norm_eq_zero.mp h1.symm
  · intro h x
    have h1 := norm_iterate_sweep_sub h₁ h₂ x 1
    rw [Function.iterate_one, h, norm_zero, pow_one, zero_mul] at h1
    exact sub_eq_zero.mp (norm_eq_zero.mp h1)
```

The last theorem is the extrapolation formula. The hypothesis `hs` makes \(1-|s|^2\) positive and therefore nonzero. The equation `h` says that after two sweeps the error is \(|s|^2Px\), and `h'` rearranges this into \(Q^2x-|s|^2x=(1-|s|^2)(x-Px)\). Multiplication by the inverse factor completes the proof.

```lean
/-- For unit cores whose overlap has modulus below one, a linear combination of the original
state and the state after two naive sweeps is the exactly core-orthogonalized state. -/
theorem two_sweep_extrapolation (h₁ : ‖c₁‖ = 1) (h₂ : ‖c₂‖ = 1)
    (hs : ‖inner ℂ c₁ c₂‖ < 1) (x : E) :
    (1 - (‖inner ℂ c₁ c₂‖ : ℂ) ^ 2)⁻¹ •
      (sweep c₁ c₂ (sweep c₁ c₂ x) - ((‖inner ℂ c₁ c₂‖ : ℂ) ^ 2) • x) =
      x - corePart c₁ c₂ x := by
  have hpos : 0 < 1 - ‖inner ℂ c₁ c₂‖ ^ 2 := by
    nlinarith [norm_nonneg (inner ℂ c₁ c₂)]
  have hne : 1 - (‖inner ℂ c₁ c₂‖ : ℂ) ^ 2 ≠ 0 := by
    exact_mod_cast hpos.ne'
  -- after two sweeps only the core part has been rescaled
  have h : sweep c₁ c₂ (sweep c₁ c₂ x) - (x - corePart c₁ c₂ x) =
      ((‖inner ℂ c₁ c₂‖ : ℂ) ^ 2) • corePart c₁ c₂ x := by
    rw [← sweep_sub_orthogonal, ← sweep_sub_orthogonal, sub_sub_cancel]
    exact sweep_sweep_of_mem h₁ h₂ (Submodule.starProjection_apply_mem _ x)
  have h' : sweep c₁ c₂ (sweep c₁ c₂ x) - ((‖inner ℂ c₁ c₂‖ : ℂ) ^ 2) • x =
      (1 - (‖inner ℂ c₁ c₂‖ : ℂ) ^ 2) • (x - corePart c₁ c₂ x) := by
    rw [sub_eq_iff_eq_add.mp h]
    module
  rw [h', inv_smul_smul₀ hne]

end

end RepeatedCoreOrthogonalization
```

```lean
#print axioms RepeatedCoreOrthogonalization.tendsto_iterate_sweep
-- 'RepeatedCoreOrthogonalization.tendsto_iterate_sweep' depends on axioms: [propext, Classical.choice, Quot.sound]
#print axioms RepeatedCoreOrthogonalization.sweep_exact_iff
-- 'RepeatedCoreOrthogonalization.sweep_exact_iff' depends on axioms: [propext, Classical.choice, Quot.sound]
#print axioms RepeatedCoreOrthogonalization.two_sweep_extrapolation
-- 'RepeatedCoreOrthogonalization.two_sweep_extrapolation' depends on axioms: [propext, Classical.choice, Quot.sound]
```
